# On a finite probability space, cell averaging preserves the mean and removes exactly the mean squared residual from the variance

Let $X$ be a real estimator on a finite probability space partitioned into cells of positive probability, and let $Y$ be the estimator that replaces $X$ by its probability-weighted average over the cell in which the outcome lies. Then

$$E[Y]=E[X],\qquad \operatorname{Var}Y=\operatorname{Var}X-E[(X-Y)^2].$$

The variance therefore never increases, and it stays the same exactly when $X=Y$ almost surely, that is, on every outcome of positive probability.

## Averaging out part of a configuration

In a Monte Carlo simulation of a finite Ising model, one can record a spin $s_i=\pm1$, or its thermal average with all other spins held fixed. The second choice is a cell average: a cell contains the two configurations that differ only in $s_i$. For this finite model, the identity gives the variance removed from a single equilibrium draw; it does not treat correlations between successive draws or the cost of computing the average.

The classical Rao-Blackwell theorem of statistics concerns a setting with an unknown parameter, where conditioning an estimator on a sufficient statistic gives one that can be computed without knowing that parameter. Here there is one fixed distribution, its weights enter the averages, and sufficiency plays no role.

## The relation that defines a cell average

Let outcome $\omega$ have weight $w_\omega\ge0$, with $\sum_\omega w_\omega=1$. A label $c(\omega)$ names the cell of $\omega$, and the labels $k$ form a finite set. Write

$$p_k=\sum_{\omega:\,c(\omega)=k}w_\omega,\qquad p_k\,y_k=\sum_{\omega:\,c(\omega)=k}w_\omega X_\omega,\qquad Y_\omega=y_{c(\omega)}.$$

The first equation is the probability of cell $k$; the second is the condition on the table $y$. If $p_k>0$, it says that $y_k$ is the usual quotient. If $p_k=0$, both sides vanish and $y_k$ is arbitrary, which affects no expectation.

In Lean, `FiniteProb Ω` holds the weights `P.w` with their nonnegativity and normalisation. The types `Ω` and `K` are the outcomes and the labels, and `c : Ω → K` is the partition. `mean P X` is $\sum_\omega w_\omega X_\omega$, and `variance P X` is the mean squared deviation from that exact mean, not a sample variance with denominator $n-1$. `cellProb P c k` is $p_k$, `IsCellAverage P c X y` is the relation above for every $k$, and $Y$ is written `fun ω => y (c ω)`.

The theorem `rao_blackwell` assumes only `IsCellAverage P c X y`. Its four conclusions are equality of means, the variance identity, the inequality, and the equality case, in which "almost surely" reads `∀ ω, 0 < P.w ω → X ω = y (c ω)`. Positive cell probabilities are needed only in `isCellAverage_iff_quotient`, which identifies the relation with the quotient. Continuous and countably infinite spaces are not covered.

## Orthogonality, then Pythagoras

Let $g_k$ be any function of the cell label. Summing cell by cell,

$$E[(X-Y)\,g(c)]=\sum_k g_k\Big(\sum_{\omega:\,c(\omega)=k}w_\omega X_\omega-p_k y_k\Big)=0.$$

The choice $g_k=1$ gives $E[X]-E[Y]=0$.

Next, split $X-g(c)=(X-Y)+(Y-g(c))$ and square:

$$E[(X-g(c))^2]=E[(X-Y)^2]+E[(Y-g(c))^2]+2E[(X-Y)(Y-g(c))].$$

Since $Y-g(c)$ is itself a function of the cell, the last term is zero. Now take $g$ to be the constant $\mu=E[X]$. Because $\mu=E[Y]$ as well, the identity becomes

$$\operatorname{Var}X=E[(X-Y)^2]+\operatorname{Var}Y.$$

The reduction $E[(X-Y)^2]=\sum_\omega w_\omega(X_\omega-Y_\omega)^2$ is a sum of nonnegative terms. It vanishes exactly when every term does, hence exactly when $X_\omega=Y_\omega$ wherever $w_\omega>0$.

Two consequences follow. For general $g$, dropping the nonnegative term $E[(Y-g(c))^2]$ shows that no function of the cell is closer to $X$ in mean square than $Y$. Also, nothing is gained exactly when $X$ takes a single value on the positive-weight outcomes of each cell. If $X=Y$ there, this is immediate, since $Y$ is constant on cells. Conversely, if that single value is $x$ in a cell with $p_k>0$, then $p_ky_k=p_kx$, so $y_k=x$.

## Four equally likely values

Let $X$ take the values $0,1,2,3$ with probability $1/4$ each, and group the first two and the last two outcomes. The mean is $3/2$, and

$$\operatorname{Var}X=\tfrac14\left(\tfrac94+\tfrac14+\tfrac14+\tfrac94\right)=\tfrac54.$$

The cell averages are $1/2$ and $5/2$. Their mean is again $3/2$, and each lies at distance $1$ from it, so $\operatorname{Var}Y=1$. Every residual $X-Y$ is $\pm1/2$, with mean square $1/4$, which is the difference $5/4-1$.

## Averaging with the wrong weights

The relation defining $y$ uses the probabilities within the cell. Suppose there is one cell with two outcomes of weights $1/4$ and $3/4$, on which $X$ equals $0$ and $4$. Then $E[X]=3$ and $\operatorname{Var}X=3$. The unweighted average $y=2$ violates the relation, which would require $y=3$. The mean is now $2$ instead of $3$. The variance identity fails too: $\operatorname{Var}Y=0$, whereas $E[(X-Y)^2]=4$ and $\operatorname{Var}X-4=-1$. The variance has still fallen, but at the price of a bias.

## The Lean file

```lean
import Mathlib

open Finset

namespace RaoBlackwellCells

noncomputable section

/-- A probability distribution on a finite set of outcomes. -/
structure FiniteProb (Ω : Type*) [Fintype Ω] where
  /-- The probability of each outcome. -/
  w : Ω → ℝ
  nonneg : ∀ ω, 0 ≤ w ω
  total : ∑ ω, w ω = 1

variable {Ω K : Type*} [Fintype Ω] [DecidableEq K]

/-- The expectation of an estimator. -/
def mean (P : FiniteProb Ω) (X : Ω → ℝ) : ℝ := ∑ ω, P.w ω * X ω

/-- The variance: the mean squared deviation from the expectation. -/
def variance (P : FiniteProb Ω) (X : Ω → ℝ) : ℝ :=
  mean P (fun ω => (X ω - mean P X) ^ 2)

/-- The probability of cell `k`, where `c` assigns each outcome to its cell. -/
def cellProb (P : FiniteProb Ω) (c : Ω → K) (k : K) : ℝ :=
  ∑ ω with c ω = k, P.w ω

/-- `y` lists the cell averages of `X`: in each cell, probability times `y` equals the
contribution of that cell to the expectation of `X`. -/
def IsCellAverage (P : FiniteProb Ω) (c : Ω → K) (X : Ω → ℝ) (y : K → ℝ) : Prop :=
  ∀ k, cellProb P c k * y k = ∑ ω with c ω = k, P.w ω * X ω

/-- If every cell has positive probability, the cell averages are given by the usual
quotient, and by nothing else. -/
theorem isCellAverage_iff_quotient (P : FiniteProb Ω) (c : Ω → K) (X : Ω → ℝ) (y : K → ℝ)
    (hpos : ∀ k, 0 < cellProb P c k) :
    IsCellAverage P c X y ↔
      ∀ k, y k = (∑ ω with c ω = k, P.w ω * X ω) / cellProb P c k := by
  unfold IsCellAverage
  refine forall_congr' fun k => ?_
  rw [eq_div_iff (hpos k).ne', mul_comm]

/-- A mean square vanishes exactly when the quantity is zero on every outcome of positive
probability. -/
theorem mean_sq_eq_zero_iff (P : FiniteProb Ω) (D : Ω → ℝ) :
    mean P (fun ω => D ω ^ 2) = 0 ↔ ∀ ω, 0 < P.w ω → D ω = 0 := by
  unfold mean
  rw [Finset.sum_eq_zero_iff_of_nonneg
    (fun ω _ => mul_nonneg (P.nonneg ω) (sq_nonneg (D ω)))]
  constructor
  · intro h ω hω
    have h1 : P.w ω * D ω ^ 2 = 0 := h ω (Finset.mem_univ ω)
    rcases mul_eq_zero.mp h1 with h2 | h2
    · exact absurd h2 hω.ne'
    · exact (pow_eq_zero_iff two_ne_zero).mp h2
  · intro h ω _
    rcases (P.nonneg ω).eq_or_lt with h0 | h0
    · simp [← h0]
    · simp [h ω h0]

variable [Fintype K]

/-- The residual left by cell averaging is uncorrelated with every function of the cell:
the mean of their product is zero. -/
theorem residual_orthogonal {P : FiniteProb Ω} {c : Ω → K} {X : Ω → ℝ} {y : K → ℝ}
    (h : IsCellAverage P c X y) (g : K → ℝ) :
    mean P (fun ω => (X ω - y (c ω)) * g (c ω)) = 0 := by
  unfold mean
  -- sum over the outcomes cell by cell
  rw [← Finset.sum_fiberwise Finset.univ c]
  refine Finset.sum_eq_zero fun k _ => ?_
  have hk : (∑ ω with c ω = k, P.w ω) * y k = ∑ ω with c ω = k, P.w ω * X ω := h k
  calc _ = ∑ ω with c ω = k, (P.w ω * X ω - P.w ω * y k) * g k :=
        Finset.sum_congr rfl fun ω hω => by
          simp only [(Finset.mem_filter.mp hω).2]; ring
    _ = ((∑ ω with c ω = k, P.w ω * X ω) - (∑ ω with c ω = k, P.w ω) * y k) * g k := by
        simp only [Finset.sum_mul, Finset.sum_sub_distrib, sub_mul]
    _ = 0 := by rw [hk]; ring

/-- The mean squared distance from `X` to any function of the cell is the sum of the mean squared
distance from `X` to the cell averages and the mean squared distance from these to that function. -/
theorem mean_sq_pythagoras {P : FiniteProb Ω} {c : Ω → K} {X : Ω → ℝ} {y : K → ℝ}
    (h : IsCellAverage P c X y) (g : K → ℝ) :
    mean P (fun ω => (X ω - g (c ω)) ^ 2) =
      mean P (fun ω => (X ω - y (c ω)) ^ 2) + mean P (fun ω => (y (c ω) - g (c ω)) ^ 2) := by
  have h0 : mean P (fun ω => (X ω - y (c ω)) * (y (c ω) - g (c ω))) = 0 :=
    residual_orthogonal h (fun k => y k - g k)
  -- expand the square; the cross term is the vanishing correlation
  have h1 : mean P (fun ω => (X ω - g (c ω)) ^ 2) =
      mean P (fun ω => (X ω - y (c ω)) ^ 2) + mean P (fun ω => (y (c ω) - g (c ω)) ^ 2)
        + 2 * mean P (fun ω => (X ω - y (c ω)) * (y (c ω) - g (c ω))) := by
    simp only [mean, Finset.mul_sum, ← Finset.sum_add_distrib]
    exact Finset.sum_congr rfl fun ω _ => by ring
  rw [h1, h0]; ring

/-- Cell averaging on a finite probability space preserves the mean and lowers the variance by
exactly the mean squared residual, with no reduction exactly when the estimator almost surely equals
its cell average. -/
theorem rao_blackwell {P : FiniteProb Ω} {c : Ω → K} {X : Ω → ℝ} {y : K → ℝ}
    (h : IsCellAverage P c X y) :
    mean P (fun ω => y (c ω)) = mean P X ∧
    variance P (fun ω => y (c ω)) =
      variance P X - mean P (fun ω => (X ω - y (c ω)) ^ 2) ∧
    variance P (fun ω => y (c ω)) ≤ variance P X ∧
    (variance P (fun ω => y (c ω)) = variance P X ↔
      ∀ ω, 0 < P.w ω → X ω = y (c ω)) := by
  -- the residual has mean zero
  have hm : mean P (fun ω => y (c ω)) = mean P X := by
    have h0 := residual_orthogonal h (fun _ => 1)
    simp only [mean, mul_one, mul_sub, Finset.sum_sub_distrib] at h0 ⊢
    linarith
  -- measure distances from the common mean
  have hv : variance P (fun ω => y (c ω)) =
      variance P X - mean P (fun ω => (X ω - y (c ω)) ^ 2) := by
    have h1 : mean P (fun ω => (X ω - mean P X) ^ 2) =
        mean P (fun ω => (X ω - y (c ω)) ^ 2) +
          mean P (fun ω => (y (c ω) - mean P X) ^ 2) :=
      mean_sq_pythagoras h (fun _ => mean P X)
    simp only [variance, hm]
    linarith
  have hn : 0 ≤ mean P (fun ω => (X ω - y (c ω)) ^ 2) :=
    Finset.sum_nonneg fun ω _ => mul_nonneg (P.nonneg ω) (sq_nonneg _)
  have hz := mean_sq_eq_zero_iff P (fun ω => X ω - y (c ω))
  refine ⟨hm, hv, by linarith, ?_, ?_⟩
  · intro he ω hω
    exact sub_eq_zero.mp (hz.mp (by linarith) ω hω)
  · intro he
    have h2 := hz.mpr fun ω hω => sub_eq_zero.mpr (he ω hω)
    linarith

/-- Among all functions of the cell, the cell averages have the smallest mean squared
distance from `X`. -/
theorem cellAverage_best {P : FiniteProb Ω} {c : Ω → K} {X : Ω → ℝ} {y : K → ℝ}
    (h : IsCellAverage P c X y) (g : K → ℝ) :
    mean P (fun ω => (X ω - y (c ω)) ^ 2) ≤ mean P (fun ω => (X ω - g (c ω)) ^ 2) := by
  rw [mean_sq_pythagoras h g]
  have hn : 0 ≤ mean P (fun ω => (y (c ω) - g (c ω)) ^ 2) :=
    Finset.sum_nonneg fun ω _ => mul_nonneg (P.nonneg ω) (sq_nonneg _)
  linarith

/-- Cell averaging leaves the variance unchanged exactly when `X` takes a single value on the
outcomes of positive probability in each cell. -/
theorem no_reduction_iff_constant_on_cells {P : FiniteProb Ω} {c : Ω → K} {X : Ω → ℝ}
    {y : K → ℝ} (h : IsCellAverage P c X y) :
    variance P (fun ω => y (c ω)) = variance P X ↔
      ∀ ω ω', 0 < P.w ω → 0 < P.w ω' → c ω = c ω' → X ω = X ω' := by
  rw [(rao_blackwell h).2.2.2]
  constructor
  · intro he ω ω' hω hω' hc
    rw [he ω hω, he ω' hω', hc]
  · intro hX ω hω
    have hpos : 0 < cellProb P c (c ω) :=
      lt_of_lt_of_le hω
        (Finset.single_le_sum (f := P.w) (fun i _ => P.nonneg i) (by simp))
    -- a constant comes out of the cell sum
    have e : ∑ ω' with c ω' = c ω, P.w ω' * X ω' = cellProb P c (c ω) * X ω := by
      unfold cellProb
      rw [Finset.sum_mul]
      refine Finset.sum_congr rfl fun ω' hω' => ?_
      rcases (P.nonneg ω').eq_or_lt with h0 | h0
      · simp [← h0]
      · rw [hX ω' ω h0 hω (Finset.mem_filter.mp hω').2]
    exact mul_left_cancel₀ hpos.ne' (e.symm.trans (h (c ω)).symm)

/-- Four equally likely outcomes. -/
def fairFour : FiniteProb (Fin 4) where
  w := fun _ => 1 / 4
  nonneg := fun _ => by norm_num
  total := by norm_num

/-- The partition of four outcomes into the first pair and the last pair. -/
def pairCell : Fin 4 → Fin 2 := ![0, 0, 1, 1]

/-- For the values 0, 1, 2, 3 with equal probability, the pair averages are 1/2 and 5/2, and
averaging over pairs lowers the variance from 5/4 to 1. -/
theorem isCellAverage_witness :
    IsCellAverage fairFour pairCell ![0, 1, 2, 3] ![1 / 2, 5 / 2] ∧
    variance fairFour ![0, 1, 2, 3] = 5 / 4 ∧
    variance fairFour (fun ω => (![1 / 2, 5 / 2] : Fin 2 → ℝ) (pairCell ω)) = 1 := by
  simp only [IsCellAverage, cellProb, variance, mean, Fin.forall_fin_two,
    Finset.sum_filter, Fin.sum_univ_four]
  -- the entries of the explicit tables
  have p0 : pairCell 0 = 0 := rfl
  have p1 : pairCell 1 = 0 := rfl
  have p2 : pairCell 2 = 1 := rfl
  have p3 : pairCell 3 = 1 := rfl
  have v2 : (![0, 1, 2, 3] : Fin 4 → ℝ) 2 = 2 := rfl
  have v3 : (![0, 1, 2, 3] : Fin 4 → ℝ) 3 = 3 := rfl
  refine ⟨⟨?_, ?_⟩, ?_, ?_⟩ <;> norm_num [fairFour, p0, p1, p2, p3, v2, v3]

end

end RaoBlackwellCells
```

```lean
#print axioms RaoBlackwellCells.isCellAverage_iff_quotient
#print axioms RaoBlackwellCells.rao_blackwell
#print axioms RaoBlackwellCells.cellAverage_best
#print axioms RaoBlackwellCells.no_reduction_iff_constant_on_cells
```

```
'RaoBlackwellCells.isCellAverage_iff_quotient' depends on axioms: [propext, Classical.choice, Quot.sound]
'RaoBlackwellCells.rao_blackwell' depends on axioms: [propext, Classical.choice, Quot.sound]
'RaoBlackwellCells.cellAverage_best' depends on axioms: [propext, Classical.choice, Quot.sound]
'RaoBlackwellCells.no_reduction_iff_constant_on_cells' depends on axioms: [propext, Classical.choice, Quot.sound]
```

## How the proof follows the derivation

`residual_orthogonal` is the cell-by-cell sum. Rewriting with `Finset.sum_fiberwise` groups the outcomes by label, and `Finset.sum_eq_zero` reduces the claim to one cell. In the `calc` block, membership in the cell replaces `c ω` by `k`; the constants `y k` and `g k` then come out of the sum, and the defining relation `hk` makes the bracket vanish.

`mean_sq_pythagoras` applies this with `fun k => y k - g k` to obtain `h0`, the vanishing cross term. The expansion of the square is `h1`, checked outcome by outcome with `ring`.

`mean_sq_eq_zero_iff` supplies the equality case. A sum of nonnegative terms is zero only if each term is; where the weight is positive, the square must vanish, and where the weight is zero, there is nothing to show.

`rao_blackwell` assembles these results:

- `hm` tests orthogonality against the constant 1 and gives equal means.
- `hv` uses the Pythagorean identity with the constant `mean P X`; rewriting by `hm` turns the last term into the variance of $Y$.
- `hn` states that the reduction is nonnegative, which yields the inequality.
- `hz` applies the zero criterion to $X-Y$, and `linarith` converts between equal variances and a vanishing reduction.

`cellAverage_best` rewrites with the Pythagorean identity and discards a nonnegative term. `no_reduction_iff_constant_on_cells` starts from the fourth conclusion of `rao_blackwell`. In its converse direction, `hpos` shows that a cell containing a positive-weight outcome has positive probability, `e` takes the common value of $X$ out of the cell sum, and `mul_left_cancel₀` cancels $p_k$.

`isCellAverage_witness` confirms the four-value example: the table $(1/2,5/2)$ satisfies the defining relation, and the two variances are $5/4$ and $1$. The finite sums are written out and evaluated with `norm_num`.
